# Solves at m distinct shifts span all vectors q(A)⁻¹ p(A) v with deg p < m, where q = ∏ⱼ (X − sⱼ)

## Do separate solves miss what a chain of solves would reach?

If separate shifted solves reach fewer directions than chained ones, my projected response calculation is missing part of the space it should have, and the response values alone need not tell me so. I have a Hamiltonian matrix H, a source vector v and a few complex frequencies, entered as shifts s₀, s₁, … on the energy scale of H: for response at frequency ω from a state of energy E₀, the shift is E₀ + ħω. I solve (H − sⱼ)x = v once per frequency, in parallel, and use the solutions as a basis.

A colleague chains the solves instead: the solution at s₀ becomes the right-hand side at s₁. That produces vectors such as (H − s₁)⁻¹(H − s₀)⁻¹v, with a product of resolvents that I never compute. Is that vector in my space? More generally, which functions of H applied to v can I build from m separate solves, and when do the solutions become linearly dependent?

## Partial fractions turn the chain into a sum

The chained vector is in your space whenever the two shifts differ:

(H − s₁)⁻¹(H − s₀)⁻¹v = [(H − s₀)⁻¹v − (H − s₁)⁻¹v] / (s₀ − s₁).

For the general case, write A for the operator and take distinct shifts s₀, …, sₘ₋₁ with every A − sⱼ invertible. Let q be the product of all factors X − sⱼ, and let qⱼ be the same product with the factor X − sⱼ left out. Then q = qⱼ · (X − sⱼ), and inserting A gives

q(A) = qⱼ(A)(A − sⱼ).

As a product of invertible operators, q(A) is invertible. Multiplying by its inverse from the left gives

1 = [q(A)⁻¹ qⱼ(A)] (A − sⱼ).

The bracket is a left inverse of the invertible operator A − sⱼ, hence its inverse:

(A − sⱼ)⁻¹ = q(A)⁻¹ qⱼ(A).

Any combination of your solutions, with coefficients cⱼ, therefore has a common denominator:

∑ⱼ cⱼ (A − sⱼ)⁻¹v = q(A)⁻¹ p(A)v, with p = ∑ⱼ cⱼ qⱼ.

Each qⱼ has degree m − 1, so p has degree below m. This is one inclusion.

For the other, start from any p of degree below m. At the point sᵢ every qⱼ with j ≠ i vanishes, because it contains the factor X − sᵢ. The remaining value qᵢ(sᵢ) is the product of the differences sᵢ − sₖ over k ≠ i, which is nonzero because the shifts are distinct. So the polynomial

∑ⱼ [p(sⱼ)/qⱼ(sⱼ)] qⱼ

agrees with p at m distinct points. The difference of the two has degree below m and m roots, so it is zero. Inserting A and applying q(A)⁻¹ gives the explicit weights:

q(A)⁻¹ p(A)v = ∑ⱼ [p(sⱼ)/qⱼ(sⱼ)] (A − sⱼ)⁻¹v.

Distinctness matters here. If m = 2, both shifts equal s, and v is nonzero and not an eigenvector of A, the two solves give a single direction, which does not contain (A − s)⁻²v.

## When the solutions become dependent

The solutions are linearly independent exactly when no nonzero polynomial p of degree below m satisfies p(A)v = 0.

Suppose they are independent and p(A)v = 0 with deg p < m. The left side of the last formula is zero, so all weights p(sⱼ)/qⱼ(sⱼ) vanish, and p, being the sum of the qⱼ with these weights, is zero.

Conversely, suppose no such nonzero p exists and ∑ⱼ cⱼ(A − sⱼ)⁻¹v = 0. Then q(A)⁻¹p(A)v = 0 with p = ∑ⱼ cⱼqⱼ. Applying q(A) gives p(A)v = 0, hence p = 0. Evaluating at sᵢ gives cᵢqᵢ(sᵢ) = 0, so cᵢ = 0.

For a Hermitian matrix H and a source with components at k distinct eigenvalues, this means that up to k solves are independent and any further one is redundant; that count is a consequence I draw here, not a theorem in the code below.

## One solve, or none

For m = 1 the polynomial p is a constant and q = X − s₀, so the space is the set of multiples of (A − s₀)⁻¹v. For m = 0 only p = 0 is allowed and both sides are {0}.

## What the Lean theorems say

The main theorem, `rationalKrylov_eq`, is an equality of sets: the span of the solved vectors on the left, all vectors q(A)⁻¹p(A)v with deg p < m on the right. `partial_fractions` gives the weights, and `linearIndependent_iff_no_annihilator` is the independence criterion.

- `K` is the field of scalars (ℂ for your frequencies), not a Krylov space. `V` is a vector space over it of any dimension, with no inner product.
- `A : Module.End K V` is a linear map defined on all of `V`. Your Hamiltonian matrix qualifies; an unbounded self-adjoint Hamiltonian is not defined on its whole Hilbert space, so it does not qualify with that space as `V`, but a matrix discretisation of it does. A is not assumed to be Hermitian.
- `s : Fin m → K` lists the shifts, numbered from 0, and `Function.Injective s` says that they are distinct.
- `hA` says that every A − sⱼ is invertible. For a matrix, no shift is an eigenvalue, so no frequency sits exactly on a resonance. With Hermitian H, a nonzero imaginary part in the frequency secures this.
- `shiftInvert A σ` is (A − σ)⁻¹. The Green's function (σ − H)⁻¹ has the opposite sign, which changes the weights but not the span.
- `aeval A p` is p(A), `shiftPoly s` is q and `cofactor s j` is qⱼ, which is unrelated to the cofactors of a matrix.
- `p.degree < m` admits the zero polynomial, whose degree in Lean lies below every number.

The name `rationalKrylov` needs some care. Many texts define the rational Krylov space with a denominator of degree m − 1, so that v itself belongs to it. Here all m poles are finite, and v is in general not in the span.

For frequency-dependent response with a fixed, frequency-independent matrix H, the result identifies the trial space produced by solves at several frequencies. It does not say how well that space represents the response at other frequencies, and it assumes exact solves. In a real calculation iterative solutions carry residuals, and for Hermitian H, shifts that lie much closer to each other than to the spectrum give nearly parallel vectors, however independent they are in theory.

```lean
import Mathlib

open Polynomial

namespace RationalKrylov

noncomputable section

variable {K V : Type*} [Field K] [AddCommGroup V] [Module K V] {m : ℕ}

/-- The shift-and-invert operator `(A - σ)⁻¹`, meant for shifts `σ` at which `A - σ` is
invertible. -/
def shiftInvert (A : Module.End K V) (σ : K) : Module.End K V :=
  Ring.inverse (A - algebraMap K (Module.End K V) σ)

/-- The denominator polynomial `q = ∏ (X - s_j)` of the shifts. -/
def shiftPoly (s : Fin m → K) : K[X] := ∏ j, (X - C (s j))

/-- The polynomial `q_j`: the product of all factors `X - s_i` with `i ≠ j`. -/
def cofactor (s : Fin m → K) (j : Fin m) : K[X] :=
  ∏ i ∈ Finset.univ.erase j, (X - C (s i))

/-- The span of the vectors `(A - s_j)⁻¹ v`, meant for distinct shifts at which `A - s_j` is
invertible. -/
def rationalKrylov (A : Module.End K V) (s : Fin m → K) (v : V) : Submodule K V :=
  Submodule.span K (Set.range fun j => shiftInvert A (s j) v)

/-- Every linear combination of the polynomials `q_j` has degree below the number `m` of
shifts. -/
theorem degree_combination_lt (s : Fin m → K) (c : Fin m → K) :
    (∑ j, c j • cofactor s j).degree < m := by
  refine mem_degreeLT.mp (Submodule.sum_mem _ fun j _ =>
    Submodule.smul_mem _ _ (mem_degreeLT.mpr ?_))
  -- one of the `m` linear factors is missing
  have h : (cofactor s j).natDegree = m - 1 := by
    rw [cofactor, natDegree_prod_of_monic _ _ (fun i _ => monic_X_sub_C _)]
    simp [Finset.card_erase_of_mem]
  have hlt : m - 1 < m := by
    have := j.isLt
    omega
  refine lt_of_le_of_lt degree_le_natDegree ?_
  rw [h]
  exact Nat.cast_lt.mpr hlt

/-- At the shift `s_i` a combination of the `q_j` takes the value `c_i q_i(s_i)`. -/
theorem eval_combination (s : Fin m → K) (c : Fin m → K) (i : Fin m) :
    (∑ j, c j • cofactor s j).eval (s i) = c i * (cofactor s i).eval (s i) := by
  rw [Polynomial.eval_finsetSum, Finset.sum_eq_single i]
  · rw [eval_smul, smul_eq_mul]
  · intro j _ hj
    have h : (cofactor s j).eval (s i) = 0 := by
      rw [cofactor, eval_prod]
      exact Finset.prod_eq_zero
        (Finset.mem_erase.mpr ⟨hj.symm, Finset.mem_univ i⟩) (by simp)
    rw [eval_smul, h, smul_zero]
  · intro h
    exact absurd (Finset.mem_univ i) h

/-- For distinct shifts, `q_j` does not vanish at its own shift `s_j`. -/
theorem eval_cofactor_ne_zero {s : Fin m → K} (hs : Function.Injective s) (j : Fin m) :
    (cofactor s j).eval (s j) ≠ 0 := by
  rw [cofactor, eval_prod]
  refine Finset.prod_ne_zero_iff.mpr fun i hi => ?_
  rw [eval_sub, eval_X, eval_C]
  exact sub_ne_zero.mpr fun h => Finset.ne_of_mem_erase hi (hs h).symm

/-- Lagrange interpolation at distinct shifts: a polynomial `p` of degree below `m` is the
sum of the `q_j` with weights `p(s_j) / q_j(s_j)`. -/
theorem lagrange_expansion {s : Fin m → K} (hs : Function.Injective s) {p : K[X]}
    (hp : p.degree < m) :
    p = ∑ j, (p.eval (s j) / (cofactor s j).eval (s j)) • cofactor s j := by
  refine eq_of_degrees_lt_of_eval_index_eq (v := s) Finset.univ hs.injOn ?_ ?_ ?_
  · rw [Finset.card_fin]
    exact hp
  · rw [Finset.card_fin]
    exact degree_combination_lt s _
  · intro i _
    rw [eval_combination s (fun j => p.eval (s j) / (cofactor s j).eval (s j)) i]
    exact (div_mul_cancel₀ _ (eval_cofactor_ne_zero hs i)).symm

/-- If every `A - s_j` is invertible, then so is `q(A)`. -/
theorem isUnit_shiftPoly {A : Module.End K V} {s : Fin m → K}
    (hA : ∀ j, IsUnit (A - algebraMap K (Module.End K V) (s j))) :
    IsUnit (aeval A (shiftPoly s)) := by
  have h : ∀ t : Finset (Fin m), IsUnit (aeval A (∏ j ∈ t, (X - C (s j)))) := by
    intro t
    induction t using Finset.induction_on with
    | empty =>
      rw [Finset.prod_empty, map_one]
      exact isUnit_one
    | insert a t ha ih =>
      rw [Finset.prod_insert ha, map_mul, map_sub, aeval_X, aeval_C]
      exact (hA a).mul ih
  exact h Finset.univ

/-- If every `A - s_j` is invertible, all shift-and-invert operators share the denominator
`q(A)`: `(A - s_j)⁻¹ = q(A)⁻¹ q_j(A)`. -/
theorem shiftInvert_eq {A : Module.End K V} {s : Fin m → K}
    (hA : ∀ j, IsUnit (A - algebraMap K (Module.End K V) (s j))) (j : Fin m) :
    shiftInvert A (s j) =
      Ring.inverse (aeval A (shiftPoly s)) * aeval A (cofactor s j) := by
  have hfac : aeval A (shiftPoly s) =
      aeval A (cofactor s j) * (A - algebraMap K (Module.End K V) (s j)) := by
    have h : shiftPoly s = cofactor s j * (X - C (s j)) :=
      (Finset.prod_erase_mul _ (fun i => X - C (s i)) (Finset.mem_univ j)).symm
    rw [h, map_mul, map_sub, aeval_X, aeval_C]
  have h1 : Ring.inverse (aeval A (shiftPoly s)) *
      (aeval A (cofactor s j) * (A - algebraMap K (Module.End K V) (s j))) = 1 := by
    rw [← hfac]
    exact Ring.inverse_mul_cancel _ (isUnit_shiftPoly hA)
  -- a left inverse of `A - s_j` is its inverse
  have h2 := Ring.mul_inverse_cancel _ (hA j)
  rw [← mul_assoc] at h1
  exact (left_inv_eq_right_inv h1 h2).symm

/-- If every `A - s_j` is invertible, a combination of the vectors `(A - s_j)⁻¹ v` is
`q(A)⁻¹ p(A) v`, where `p` is the same combination of the `q_j`. -/
theorem combination_eq {A : Module.End K V} {s : Fin m → K}
    (hA : ∀ j, IsUnit (A - algebraMap K (Module.End K V) (s j))) (v : V) (c : Fin m → K) :
    ∑ j, c j • shiftInvert A (s j) v =
      Ring.inverse (aeval A (shiftPoly s)) (aeval A (∑ j, c j • cofactor s j) v) := by
  simp only [map_sum, map_smul, LinearMap.sum_apply, LinearMap.smul_apply,
    shiftInvert_eq hA, Module.End.mul_apply]

/-- Partial fractions: for distinct shifts with every `A - s_j` invertible and `p` of degree
below `m`, `q(A)⁻¹ p(A) v` is the sum of the `(A - s_j)⁻¹ v` with weights
`p(s_j) / q_j(s_j)`. -/
theorem partial_fractions {A : Module.End K V} {s : Fin m → K} (hs : Function.Injective s)
    (hA : ∀ j, IsUnit (A - algebraMap K (Module.End K V) (s j))) (v : V) {p : K[X]}
    (hp : p.degree < m) :
    Ring.inverse (aeval A (shiftPoly s)) (aeval A p v) =
      ∑ j, (p.eval (s j) / (cofactor s j).eval (s j)) • shiftInvert A (s j) v := by
  rw [combination_eq hA v (fun j => p.eval (s j) / (cofactor s j).eval (s j)),
    ← lagrange_expansion hs hp]

/-- For distinct shifts with every `A - s_j` invertible, the span of the `(A - s_j)⁻¹ v` is the set
of all vectors `q(A)⁻¹ p(A) v` with `p` of degree below `m`. -/
theorem rationalKrylov_eq {A : Module.End K V} {s : Fin m → K} (hs : Function.Injective s)
    (hA : ∀ j, IsUnit (A - algebraMap K (Module.End K V) (s j))) (v : V) :
    (rationalKrylov A s v : Set V) =
      {w | ∃ p : K[X], p.degree < m ∧
        w = Ring.inverse (aeval A (shiftPoly s)) (aeval A p v)} := by
  ext w
  rw [SetLike.mem_coe, rationalKrylov, Submodule.mem_span_range_iff_exists_fun]
  constructor
  · -- bring the combination over the common denominator
    rintro ⟨c, rfl⟩
    exact ⟨_, degree_combination_lt s c, combination_eq hA v c⟩
  · -- split the rational function into partial fractions
    rintro ⟨p, hp, rfl⟩
    exact ⟨_, (partial_fractions hs hA v hp).symm⟩

/-- For distinct shifts with every `A - s_j` invertible, the vectors `(A - s_j)⁻¹ v` are
linearly independent exactly when no nonzero polynomial `p` of degree below `m` satisfies
`p(A) v = 0`. -/
theorem linearIndependent_iff_no_annihilator {A : Module.End K V} {s : Fin m → K}
    (hs : Function.Injective s)
    (hA : ∀ j, IsUnit (A - algebraMap K (Module.End K V) (s j))) (v : V) :
    LinearIndependent K (fun j => shiftInvert A (s j) v) ↔
      ∀ p : K[X], p.degree < m → aeval A p v = 0 → p = 0 := by
  rw [Fintype.linearIndependent_iff]
  constructor
  · intro h p hp hpv
    have h0 := partial_fractions hs hA v hp
    rw [hpv, map_zero] at h0
    have hc := h _ h0.symm
    exact (lagrange_expansion hs hp).trans
      (Finset.sum_eq_zero fun j _ => by rw [hc j, zero_smul])
  · intro h c hc i
    rw [combination_eq hA v c] at hc
    -- multiply by `q(A)` to remove the denominator
    have h1 : aeval A (shiftPoly s) (Ring.inverse (aeval A (shiftPoly s))
        (aeval A (∑ j, c j • cofactor s j) v)) = aeval A (∑ j, c j • cofactor s j) v :=
      LinearMap.congr_fun (Ring.mul_inverse_cancel _ (isUnit_shiftPoly hA)) _
    rw [hc, map_zero] at h1
    have h2 := eval_combination s c i
    rw [h _ (degree_combination_lt s c) h1.symm, eval_zero] at h2
    exact (mul_eq_zero.mp h2.symm).resolve_right (eval_cofactor_ne_zero hs i)

end

end RationalKrylov
```

```lean
#print axioms RationalKrylov.rationalKrylov_eq
#print axioms RationalKrylov.linearIndependent_iff_no_annihilator
```

```
'RationalKrylov.rationalKrylov_eq' depends on axioms: [propext, Classical.choice, Quot.sound]
'RationalKrylov.linearIndependent_iff_no_annihilator' depends on axioms: [propext, Classical.choice, Quot.sound]
```

## From the lemmas to the two inclusions

The first lemmas concern polynomials alone. `degree_combination_lt` counts the factors of qⱼ and uses that polynomials of degree below m form a subspace. `eval_combination` keeps the single term of the sum that survives at sᵢ, and `eval_cofactor_ne_zero` uses distinctness to show that the value left there is nonzero. `lagrange_expansion` joins them through Mathlib's statement that two polynomials of degree below m agreeing at m distinct points are equal.

The operator enters with `isUnit_shiftPoly`, which shows that q(A) is invertible by induction over the set of factors. `shiftInvert_eq` carries out the left-inverse argument: `h1` is the identity with the bracket, `h2` says that A − sⱼ has a right inverse, and `left_inv_eq_right_inv` identifies the two. `combination_eq` extends this to sums by linearity, and `partial_fractions` inserts the interpolation weights.

In `rationalKrylov_eq`, membership in the span is first rewritten as the existence of coefficients c. One direction then follows from `combination_eq` with the degree bound, the other from `partial_fractions`.

The independence proof follows the two arguments given earlier. In its second half, `h1` removes the denominator by applying q(A), and `h2` evaluates the resulting zero polynomial at sᵢ to obtain cᵢ = 0.
